# Below all configuration spectra, the exact alloy self-energy is at most the virtual-crystal Hamiltonian

**Q:** The self-energy of a disordered alloy depends on energy, while the virtual crystal is one fixed Hamiltonian. At which energy do you compare them?

**A:** At one real energy $E$, held fixed below every eigenvalue of every configuration. There the self-energy is a Hermitian matrix, so it can be compared with the virtual crystal in the positive-semidefinite order: $X\le Y$ means that $Y-X$ is positive semidefinite.

The configurations are Hermitian matrices $H_a$ with probabilities $p_a$. With $A=\sum_a p_a(H_a-E)^{-1}$, the self-energy is $S=E+A^{-1}$, and the virtual crystal is $H_{\rm vc}=\sum_a p_aH_a$. The claim is that $A$ is invertible and $S\le H_{\rm vc}$.

In the code, `n` labels the orbitals and `ι` the configurations, both finite.

```lean
import Mathlib

open Matrix
open scoped ComplexOrder

namespace AlloyBandBottom

noncomputable section

variable {n ι : Type*} [Fintype n] [DecidableEq n] [Fintype ι]
```

**Q:** How does the code say "below the spectrum"?

**A:** Through eigenvectors: whenever $Hv=\mu v$ with $v\neq0$ and $\mu$ real, $E<\mu$. For Hermitian $H$ this takes in every eigenvalue.

```lean
/-- The real energy `E` lies strictly below every real eigenvalue of `H`. -/
def BelowSpectrum (E : ℝ) (H : Matrix n n ℂ) : Prop :=
  ∀ (μ : ℝ) (v : n → ℂ), v ≠ 0 → H *ᵥ v = (μ : ℂ) • v → E < μ
```

**Q:** I usually write $G(z)=(z-H)^{-1}$, and my self-energy is a correction to some reference Hamiltonian.

**A:** The resolvent here has the opposite sign, so $A=-\langle G\rangle$ and $S=z-\langle G\rangle^{-1}$. This $S$ is the whole effective Hamiltonian; subtract your reference to get your correction. Writing $z$ times the identity presupposes an orthonormal basis. The definitions allow complex $z$.

```lean
/-- The configuration average of `(H a - z)⁻¹`, for energies `z` at which every `H a - z` is
invertible. -/
def meanResolvent (p : ι → ℝ) (H : ι → Matrix n n ℂ) (z : ℂ) : Matrix n n ℂ :=
  ∑ a, (p a : ℂ) • (H a - z • (1 : Matrix n n ℂ))⁻¹

/-- The exact self-energy `z + A⁻¹`, with `A` the averaged resolvent, for energies `z` at which
every `H a - z` and `A` are invertible. -/
def selfEnergy (p : ι → ℝ) (H : ι → Matrix n n ℂ) (z : ℂ) : Matrix n n ℂ :=
  z • (1 : Matrix n n ℂ) + (meanResolvent p H z)⁻¹

/-- The virtual-crystal Hamiltonian, the configuration average of `H a`. -/
def virtualCrystal (p : ι → ℝ) (H : ι → Matrix n n ℂ) : Matrix n n ℂ :=
  ∑ a, (p a : ℂ) • H a
```

**Q:** Is this the coherent potential approximation?

**A:** No. The average runs over complete configurations, with no single-site approximation and no self-consistency condition. For non-interacting electrons in a finite basis, the result gives a one-sided check on a self-energy computed by exact averaging over a finite list of configurations, at real energies below all their levels.

**Q:** Then derive it. Where does positivity enter?

**A:** First through the shifted Hamiltonian. The eigenvalues of $H-E$ are $\mu-E$, so $E$ lies below the spectrum exactly when $H-E$ is positive definite. In Lean, one direction applies the eigenvalue criterion to an eigenvector basis of $H-E$. The other evaluates $v^\dagger(H-E)v=(\mu-E)\,v^\dagger v$, which must be positive.

```lean
/-- For a Hermitian `H`, the energy `E` lies below the spectrum exactly when `H - E` is positive
definite. -/
theorem belowSpectrum_iff_posDef {H : Matrix n n ℂ} (hH : H.IsHermitian) (E : ℝ) :
    BelowSpectrum E H ↔ (H - (E : ℂ) • (1 : Matrix n n ℂ)).PosDef := by
  constructor
  · intro hE
    have hM : (H - (E : ℂ) • (1 : Matrix n n ℂ)).IsHermitian :=
      hH.sub (by simp [Matrix.IsHermitian, Matrix.conjTranspose_smul])
    -- an eigenvalue of the shifted matrix is a shifted eigenvalue of `H`
    have key : ∀ (μ : ℝ) (v : n → ℂ), v ≠ 0 →
        (H - (E : ℂ) • (1 : Matrix n n ℂ)) *ᵥ v = μ • v → 0 < μ := by
      intro μ v hv h
      rw [Matrix.sub_mulVec, Matrix.smul_mulVec, Matrix.one_mulVec, sub_eq_iff_eq_add] at h
      have h2 : H *ᵥ v = ((μ + E : ℝ) : ℂ) • v := by
        rw [h]
        ext j
        simp [add_mul]
      linarith [hE (μ + E) v hv h2]
    rw [hM.posDef_iff_eigenvalues_pos]
    intro i
    refine key _ _ ?_ (hM.mulVec_eigenvectorBasis i)
    intro h0
    exact hM.eigenvectorBasis.orthonormal.ne_zero i (PiLp.ext fun j => congrFun h0 j)
  · intro hP μ v hv hμ
    have h := hP.dotProduct_mulVec_pos hv
    have e : (H - (E : ℂ) • (1 : Matrix n n ℂ)) *ᵥ v = ((μ - E : ℝ) : ℂ) • v := by
      rw [Matrix.sub_mulVec, Matrix.smul_mulVec, Matrix.one_mulVec, hμ, ← sub_smul,
        Complex.ofReal_sub]
    rw [e, dotProduct_smul, smul_eq_mul] at h
    by_contra hle
    have hc : ((μ - E : ℝ) : ℂ) ≤ 0 := by
      exact_mod_cast sub_nonpos.mpr (not_lt.mp hle)
    exact absurd h (not_lt_of_ge
      (mul_nonpos_of_nonpos_of_nonneg hc (dotProduct_star_self_nonneg v)))
```

**Q:** And how do you compare an inverse of averaged inverses with a plain average?

**A:** By an identity that needs no positivity. Put $M_a=H_a-z$ and $B=A^{-1}$, with $A$ now taken at $z$. Then $S=z+B$ and $H_a-S=M_a-B$, so

$$(M_a-B)M_a^{-1}(M_a-B)=M_a-2B+BM_a^{-1}B.$$

Average this, using $\sum_a p_a=1$ and $BAB=B$:

$$\sum_a p_a(H_a-S)(H_a-z)^{-1}(H_a-S)=H_{\rm vc}-z-2B+B=H_{\rm vc}-S.$$

It holds at any complex $z$ where the inverses exist, which the `IsUnit` hypotheses require. In the proof, `term` is the first display, expanded by `noncomm_ring`, and `hBA` is $BAB=B$.

```lean
/-- The virtual crystal differs from the exact self-energy `S` by the average of
`(H a - S) (H a - z)⁻¹ (H a - S)`, for weights summing to one and any complex energy `z` at which
every `H a - z` and the averaged resolvent are invertible. -/
theorem virtualCrystal_sub_selfEnergy (p : ι → ℝ) (H : ι → Matrix n n ℂ) (z : ℂ)
    (hp : ∑ a, p a = 1) (hH : ∀ a, IsUnit (H a - z • (1 : Matrix n n ℂ)))
    (hA : IsUnit (meanResolvent p H z)) :
    virtualCrystal p H - selfEnergy p H z =
      ∑ a, (p a : ℂ) • ((H a - selfEnergy p H z) * (H a - z • (1 : Matrix n n ℂ))⁻¹ *
        (H a - selfEnergy p H z)) := by
  have hpC : ∑ a, (p a : ℂ) = 1 := by exact_mod_cast hp
  obtain ⟨B, hB⟩ : ∃ B, B = (meanResolvent p H z)⁻¹ := ⟨_, rfl⟩
  have hS : selfEnergy p H z = z • (1 : Matrix n n ℂ) + B := by simp only [selfEnergy, hB]
  have hBA : B * meanResolvent p H z * B = B := by
    rw [hB, Matrix.nonsing_inv_mul _ ((Matrix.isUnit_iff_isUnit_det _).mp hA), one_mul]
  simp only [meanResolvent, Finset.mul_sum, Finset.sum_mul, Matrix.mul_smul,
    Matrix.smul_mul] at hBA
  -- expand one term of the average
  have term : ∀ a, (H a - (z • (1 : Matrix n n ℂ) + B)) * (H a - z • (1 : Matrix n n ℂ))⁻¹ *
      (H a - (z • (1 : Matrix n n ℂ) + B)) =
      H a - z • (1 : Matrix n n ℂ) - B - B + B * (H a - z • (1 : Matrix n n ℂ))⁻¹ * B := by
    intro a
    have hd := (Matrix.isUnit_iff_isUnit_det _).mp (hH a)
    have h1 := Matrix.mul_nonsing_inv _ hd
    have h2 := Matrix.nonsing_inv_mul _ hd
    rw [← sub_sub]
    generalize (H a - z • (1 : Matrix n n ℂ))⁻¹ = N at *
    generalize H a - z • (1 : Matrix n n ℂ) = M at *
    calc (M - B) * N * (M - B) = M * N * M - M * N * B - B * (N * M) + B * N * B := by
          noncomm_ring
      _ = M - B - B + B * N * B := by rw [h1, h2, one_mul, one_mul, mul_one]
  rw [hS]
  simp only [term, smul_add, smul_sub, Finset.sum_add_distrib, Finset.sum_sub_distrib,
    ← Finset.sum_smul, hpC, one_smul, hBA]
  unfold virtualCrystal
  abel
```

**Q:** Below the spectra, why does $A^{-1}$ exist?

**A:** Each $(H_a-E)^{-1}$ is positive definite. The probabilities are nonnegative and sum to one, so some $p_b$ is positive. Its term is positive definite and the others are positive semidefinite, so $A$ is positive definite. The proof splits off the term `b` in just this way.

```lean
variable {p : ι → ℝ} {H : ι → Matrix n n ℂ} {E : ℝ}

/-- For Hermitian configurations with probabilities `p a` and `E` below all their spectra, the
averaged resolvent is positive definite. -/
theorem meanResolvent_posDef (hp0 : ∀ a, 0 ≤ p a) (hp : ∑ a, p a = 1)
    (hH : ∀ a, (H a).IsHermitian) (hE : ∀ a, BelowSpectrum E (H a)) :
    (meanResolvent p H E).PosDef := by
  classical
  have hN := fun a => ((belowSpectrum_iff_posDef (hH a) E).mp (hE a)).inv
  -- some configuration occurs with positive probability
  obtain ⟨b, hb⟩ : ∃ b, 0 < p b := by
    by_contra h
    have h0 : ∑ a, p a = 0 := Finset.sum_eq_zero fun a _ =>
      le_antisymm (not_lt.mp fun h' => h ⟨a, h'⟩) (hp0 a)
    linarith
  have hbC : (0 : ℂ) < (p b : ℂ) := by exact_mod_cast hb
  rw [meanResolvent, ← Finset.add_sum_erase _ _ (Finset.mem_univ b)]
  refine ((hN b).smul hbC).add_posSemidef (Matrix.posSemidef_sum _ fun a _ => ?_)
  have haC : (0 : ℂ) ≤ (p a : ℂ) := by exact_mod_cast hp0 a
  exact (hN a).posSemidef.smul haC
```

Then $S-E=A^{-1}$ is positive definite too. Hence $S$ is Hermitian and all its eigenvalues exceed $E$.

```lean
/-- For Hermitian configurations with probabilities `p a` and `E` below all their spectra, the
self-energy at `E` is Hermitian and `E` lies below its spectrum. -/
theorem selfEnergy_hermitian_above (hp0 : ∀ a, 0 ≤ p a) (hp : ∑ a, p a = 1)
    (hH : ∀ a, (H a).IsHermitian) (hE : ∀ a, BelowSpectrum E (H a)) :
    (selfEnergy p H E).IsHermitian ∧ BelowSpectrum E (selfEnergy p H E) := by
  have hB := (meanResolvent_posDef hp0 hp hH hE).inv
  have hS : (selfEnergy p H E).IsHermitian :=
    Matrix.IsHermitian.add (by simp [Matrix.IsHermitian, Matrix.conjTranspose_smul])
      hB.isHermitian
  refine ⟨hS, (belowSpectrum_iff_posDef hS E).mpr ?_⟩
  rw [selfEnergy, add_sub_cancel_left]
  exact hB
```

**Q:** So each term in your identity has a sign?

**A:** Yes. Let $D_a=H_a-S$, which is Hermitian. For any vector $x$,

$$x^\dagger D_a(H_a-E)^{-1}D_ax=(D_ax)^\dagger(H_a-E)^{-1}(D_ax)\ge0.$$

Multiplying by $p_a\ge0$ preserves this. The lemma `conjTranspose_mul_mul_same` supplies the sandwich, and `hD.eq` replaces $D_a^\dagger$ by $D_a$.

```lean
/-- For Hermitian configurations with probabilities `p a` and `E` below all their spectra, each term
`p a • (H a - S) (H a - E)⁻¹ (H a - S)`, with `S` the self-energy at `E`, is positive semidefinite.
-/
theorem fluctuation_posSemidef (hp0 : ∀ a, 0 ≤ p a) (hp : ∑ a, p a = 1)
    (hH : ∀ a, (H a).IsHermitian) (hE : ∀ a, BelowSpectrum E (H a)) (a : ι) :
    ((p a : ℂ) • ((H a - selfEnergy p H E) * (H a - (E : ℂ) • (1 : Matrix n n ℂ))⁻¹ *
      (H a - selfEnergy p H E))).PosSemidef := by
  have hD := (hH a).sub (selfEnergy_hermitian_above hp0 hp hH hE).1
  have h := ((belowSpectrum_iff_posDef (hH a) E).mp (hE a)).inv.posSemidef.conjTranspose_mul_mul_same
    (H a - selfEnergy p H E)
  rw [hD.eq] at h
  have haC : (0 : ℂ) ≤ (p a : ℂ) := by exact_mod_cast hp0 a
  exact h.smul haC
```

Summing the terms gives $H_{\rm vc}-S\ge0$. The theorem states this together with the invertibility of $A$. Its four hypotheses are nonnegative weights, weights summing to one, Hermitian configurations, and $E$ below all their spectra. The last two apply even to configurations of probability zero, which can simply be left out of the list.

```lean
/-- For Hermitian configurations with probabilities `p a` and `E` below all their spectra, the
averaged resolvent is invertible and the exact self-energy is at most the virtual-crystal
Hamiltonian in the positive-semidefinite order. -/
theorem selfEnergy_le_virtualCrystal (hp0 : ∀ a, 0 ≤ p a) (hp : ∑ a, p a = 1)
    (hH : ∀ a, (H a).IsHermitian) (hE : ∀ a, BelowSpectrum E (H a)) :
    IsUnit (meanResolvent p H E) ∧ (virtualCrystal p H - selfEnergy p H E).PosSemidef := by
  have hA := (meanResolvent_posDef hp0 hp hH hE).isUnit
  refine ⟨hA, ?_⟩
  rw [virtualCrystal_sub_selfEnergy p H E hp
    (fun a => ((belowSpectrum_iff_posDef (hH a) E).mp (hE a)).isUnit) hA]
  exact Matrix.posSemidef_sum _ fun a _ => fluctuation_posSemidef hp0 hp hH hE a
```

**Q:** Would it be enough that all the inverses exist?

**A:** No. Take one orbital with levels $0$ and $2$, probabilities $1/4$ and $3/4$, and $E=1$. Then $A=-\tfrac14+\tfrac34=\tfrac12$ and $S=1+2=3$, while $H_{\rm vc}=\tfrac32$. The inequality fails although every inverse exists and $E$ even lies below the virtual-crystal level. The configuration at $0$ contributes a negative term to the identity.

**Q:** When does disorder make no difference to $S$?

**A:** Exactly when all configurations of nonzero probability coincide; the code says that each of them equals $H_{\rm vc}$.

Suppose $S=H_{\rm vc}$. The terms of the identity then sum to zero. Their traces are nonnegative and also sum to zero, so each trace vanishes, and a positive semidefinite matrix of zero trace is zero. If $p_a\ne0$, this leaves $D_a(H_a-E)^{-1}D_a=0$. Were $D_ax\ne0$ for some $x$, the quadratic form above would be strictly positive. So $D_a=0$ and $H_a=S=H_{\rm vc}$.

Conversely, if those configurations all equal $H_{\rm vc}$, then $A=(H_{\rm vc}-E)^{-1}$ and $S=E+(H_{\rm vc}-E)=H_{\rm vc}$. The Lean proof follows both directions, with `htr` as the trace equation and `hx` as the statement $D_ax=0$.

```lean
/-- For Hermitian configurations with probabilities `p a` and `E` below all their spectra, the
self-energy equals the virtual crystal exactly when every configuration of nonzero probability
does. -/
theorem selfEnergy_eq_virtualCrystal_iff (hp0 : ∀ a, 0 ≤ p a) (hp : ∑ a, p a = 1)
    (hH : ∀ a, (H a).IsHermitian) (hE : ∀ a, BelowSpectrum E (H a)) :
    selfEnergy p H E = virtualCrystal p H ↔ ∀ a, p a ≠ 0 → H a = virtualCrystal p H := by
  have hM := fun a => (belowSpectrum_iff_posDef (hH a) E).mp (hE a)
  constructor
  · intro h a ha
    have hsum := virtualCrystal_sub_selfEnergy p H E hp (fun a => (hM a).isUnit)
      (meanResolvent_posDef hp0 hp hH hE).isUnit
    have hF := fluctuation_posSemidef hp0 hp hH hE
    -- the traces are nonnegative and add up to zero, so each term vanishes
    have htr := congrArg Matrix.trace hsum
    rw [← h, sub_self, Matrix.trace_zero, Matrix.trace_sum] at htr
    have h0 := (hF a).trace_eq_zero_iff.mp
      ((Finset.sum_eq_zero_iff_of_nonneg fun b _ => (hF b).trace_nonneg).mp htr.symm a
        (Finset.mem_univ a))
    have h1 := (smul_eq_zero.mp h0).resolve_left (by exact_mod_cast ha)
    have hD := (hH a).sub (selfEnergy_hermitian_above hp0 hp hH hE).1
    rw [← h, ← sub_eq_zero]
    generalize H a - selfEnergy p H E = D at h1 hD ⊢
    have hx : ∀ x, D *ᵥ x = 0 := by
      intro x
      by_contra hne
      have hpos := (hM a).inv.dotProduct_mulVec_pos hne
      rw [Matrix.star_mulVec, hD.eq, ← Matrix.dotProduct_mulVec, Matrix.mulVec_mulVec,
        Matrix.mulVec_mulVec, h1, Matrix.zero_mulVec, dotProduct_zero] at hpos
      exact lt_irrefl _ hpos
    classical
    ext i j
    simpa [Matrix.mulVec_single_one] using congrFun (hx (Pi.single j 1)) i
  · intro h
    obtain ⟨b, hb⟩ : ∃ b, p b ≠ 0 := by
      by_contra hn
      have h0 : ∑ a, p a = 0 := Finset.sum_eq_zero fun a _ => not_not.mp fun h' => hn ⟨a, h'⟩
      linarith
    have hpC : ∑ a, (p a : ℂ) = 1 := by exact_mod_cast hp
    -- without disorder the average is a single resolvent
    have hA : meanResolvent p H E = (H b - (E : ℂ) • (1 : Matrix n n ℂ))⁻¹ := by
      rw [← one_smul ℂ (H b - (E : ℂ) • (1 : Matrix n n ℂ))⁻¹, ← hpC, Finset.sum_smul]
      refine Finset.sum_congr rfl fun a _ => ?_
      by_cases ha : p a = 0
      · simp [ha]
      · rw [h a ha, h b hb]
    rw [selfEnergy, hA, Matrix.nonsing_inv_nonsing_inv _
      ((Matrix.isUnit_iff_isUnit_det _).mp (hM b).isUnit), add_sub_cancel, h b hb]
```

**Q:** A matrix inequality is still not a band bottom.

**A:** The last theorem turns it into levels: for every eigenvalue $\mu$ of $H_{\rm vc}$, the matrix $S$ has an eigenvalue $\nu$ with $E<\nu\le\mu$. Choosing the lowest $\mu$ shows that the lowest eigenvalue of $S$ is no higher than that of the virtual crystal.

Suppose there were no such $\nu$. All eigenvalues of $S$ exceed $E$, so they would all exceed $\mu$ as well, and $S-\mu$ would be positive definite. Then

$$H_{\rm vc}-\mu=(S-\mu)+(H_{\rm vc}-S)$$

would be positive definite. But $H_{\rm vc}v=\mu v$ with $v\ne0$ gives $v^\dagger(H_{\rm vc}-\mu)v=0$, a contradiction. In the code, `hb` places $\mu$ below the spectrum of $S$, and `e` is the displayed decomposition.

```lean
/-- For Hermitian configurations with probabilities `p a` and `E` below all their spectra, each
virtual-crystal eigenvalue `μ` has an eigenvalue `ν` of the self-energy at `E` with `E < ν ≤ μ`. -/
theorem band_bottom_lowered (hp0 : ∀ a, 0 ≤ p a) (hp : ∑ a, p a = 1)
    (hH : ∀ a, (H a).IsHermitian) (hE : ∀ a, BelowSpectrum E (H a))
    {μ : ℝ} {v : n → ℂ} (hv : v ≠ 0) (hμ : virtualCrystal p H *ᵥ v = (μ : ℂ) • v) :
    ∃ ν : ℝ, E < ν ∧ ν ≤ μ ∧ ∃ w : n → ℂ, w ≠ 0 ∧ selfEnergy p H E *ᵥ w = (ν : ℂ) • w := by
  obtain ⟨hS, hES⟩ := selfEnergy_hermitian_above hp0 hp hH hE
  have hle := (selfEnergy_le_virtualCrystal hp0 hp hH hE).2
  by_contra hno
  -- otherwise `μ` lies below the self-energy, hence below the virtual crystal
  have hb : BelowSpectrum μ (selfEnergy p H E) := fun ν w hw h =>
    not_le.mp fun hν => hno ⟨ν, hES ν w hw h, hν, w, hw, h⟩
  have hP := ((belowSpectrum_iff_posDef hS μ).mp hb).add_posSemidef hle
  have hV : (virtualCrystal p H).IsHermitian := by
    have h := hle.isHermitian.add hS
    rwa [sub_add_cancel] at h
  have e : selfEnergy p H E - (μ : ℂ) • (1 : Matrix n n ℂ) +
      (virtualCrystal p H - selfEnergy p H E) =
      virtualCrystal p H - (μ : ℂ) • (1 : Matrix n n ℂ) := by abel
  rw [e] at hP
  exact lt_irrefl μ ((belowSpectrum_iff_posDef hV μ).mpr hP μ v hv hμ)

end

end AlloyBandBottom
```

**Q:** Is the lowering strict whenever there is disorder?

**A:** Not necessarily. With configurations $\mathrm{diag}(0,1)$ and $\mathrm{diag}(0,3)$, equally likely, and $E=-1$, one finds $S=\mathrm{diag}(0,\tfrac53)$ and $H_{\rm vc}=\mathrm{diag}(0,2)$. The disorder leaves the lowest state alone, and the bottom stays at $0$.

**Q:** And is $\nu$ an energy at which the alloy has states?

**A:** Not in general. It is an eigenvalue of $S$ evaluated at the fixed energy $E$, whereas a pole of the averaged resolvent would require the self-energy to be evaluated at the pole's own energy. In the theorem's name, `band_bottom_lowered`, the "band bottom" is the lowest eigenvalue of that fixed-energy effective Hamiltonian, and "lowered" allows equality.

```lean
#print axioms AlloyBandBottom.selfEnergy_le_virtualCrystal
#print axioms AlloyBandBottom.selfEnergy_eq_virtualCrystal_iff
#print axioms AlloyBandBottom.band_bottom_lowered
```

```
'AlloyBandBottom.selfEnergy_le_virtualCrystal' depends on axioms: [propext, Classical.choice, Quot.sound]
'AlloyBandBottom.selfEnergy_eq_virtualCrystal_iff' depends on axioms: [propext, Classical.choice, Quot.sound]
'AlloyBandBottom.band_bottom_lowered' depends on axioms: [propext, Classical.choice, Quot.sound]
```
